# At equal dimensionless impurity strength below 1/(2e), the Born residual rate lies under the unitary one in the logarithmic nodal model

## Which root should my solver return?

I compute the zero-energy scattering rate of a dirty nodal superconductor by giving a root finder a bracket and the equation x² ln(1/x) = a, for unitary scatterers. Depending on the bracket, I get different answers. For weak scatterers the Born equation has the closed solution exp(−1/a), so I thought of using that as a first estimate. Is there a bracket with exactly one root, and how far off is the Born value?

## One root below exp(−1/2), above both a and the Born value

For 0 < a < 1/(2e), use the bracket from a to exp(−1/2). It contains the only root below exp(−1/2), and that root is at least e·a. The Born value is smaller than a, and often hopelessly small: at a = 0.01 it is about 4 × 10⁻⁴⁴, while the unitary rate is at least 0.027.

Here x is the residual rate in units of the gap scale, and a is the dimensionless impurity strength. The model postulates the response g(x) = x ln(1/x), the low-rate logarithmic form produced by the linear density of states near the nodes. Born scatterers obey x = a g(x), and unitary scatterers obey x = a/g(x). For 0 < x < 1 the response is positive, so these become

a ln(1/x) = 1, hence x = exp(−1/a) (Born)

x² ln(1/x) = a (unitary)

**Uniqueness.** Write F(x) = x² ln(1/x) and take 0 < x < y ≤ exp(−1/2). Put L = −ln y ≥ 1/2 and d = ln y − ln x > 0. The inequality ln u < u − 1 at u = y²/x² gives x²(1 + 2d) < y². Multiplying by L and using 2L ≥ 1,

F(y) = y² L > x²(L + 2dL) ≥ x²(L + d) = F(x).

So F increases strictly up to exp(−1/2), where it equals 1/(2e).

**Existence.** At the lower end of the bracket, ln(1/a) ≤ 1/a − 1 gives F(a) ≤ a − a² < a. At the upper end F = 1/(2e) > a. The bracket is in order because e ≥ 2 gives a < 1/4, while exp(−1/2) ≥ 1/2. Continuity supplies a root.

**Comparison.** The inequality ln u ≤ u − 1 at u = 1/(e x) gives ln(1/x) ≤ 1/(e x), so a = F(x) ≤ x/e. Also exp(1/a) ≥ 1 + 1/a > 1/a. Therefore

exp(−1/a) < a < e·a ≤ x.

Your varying answers come from a second root between exp(−1/2) and 1, where F falls from 1/(2e) to 0. Discard that root: it tends to 1 as a → 0, although a rate caused by impurities must vanish with them. The root in the bracket does vanish. If the condition x < exp(−1/2) is relaxed to x ≤ 1/√2, uniqueness already fails: for a = (ln 2)/4 ≈ 0.173, both x = 1/2 and x = 1/√2 solve the unitary equation.

In the Lean file, `nodalResponse` is g, and `IsBornRate a x` and `IsUnitaryRate a x` are the two self-consistency conditions for real a and x. The main theorem, `born_underestimates_unitary`, has three parts: exactly one unitary rate (`∃!`) in the open interval `Ioo 0 (Real.exp (-1 / 2))`; exp(−1/a) as the only Born rate in (0,1); and the strict inequality between them.

```lean
import Mathlib

open Set

namespace NodalScattering

noncomputable section

/-- The logarithmic nodal response `x ln(1/x)` at dimensionless scattering rate `x`,
for `0 < x < 1`. -/
def nodalResponse (x : ℝ) : ℝ := x * Real.log (1 / x)

/-- Born self-consistency for `0 < x < 1`: the rate is the impurity strength `a` times the
nodal response. -/
def IsBornRate (a x : ℝ) : Prop := x = a * nodalResponse x

/-- Unitary self-consistency for `0 < x < 1`: the rate is the impurity strength `a` divided by
the nodal response. -/
def IsUnitaryRate (a x : ℝ) : Prop := x = a / nodalResponse x

/-- For a positive rate `x` and positive impurity strength `a`, the Born condition is equivalent
to `a ln(1/x) = 1`. It is also equivalent to `x = exp(-1/a)`. -/
theorem born_iff {a x : ℝ} (ha : 0 < a) (hx : 0 < x) :
    (IsBornRate a x ↔ a * Real.log (1 / x) = 1) ∧
      (IsBornRate a x ↔ x = Real.exp (-1 / a)) := by
  have h1 : IsBornRate a x ↔ a * Real.log (1 / x) = 1 := by
    unfold IsBornRate nodalResponse
    constructor
    · intro h
      exact mul_left_cancel₀ hx.ne' (by linear_combination -h)
    · intro h
      linear_combination (-x) * h
  refine ⟨h1, h1.trans ?_⟩
  rw [one_div x, Real.log_inv]
  constructor
  · intro h
    have hl : Real.log x = -1 / a := by
      rw [eq_div_iff ha.ne']
      linear_combination -h
    rw [← hl, Real.exp_log hx]
  · intro h
    rw [h, Real.log_exp]
    have h2 : a * (1 / a) = 1 := mul_one_div_cancel ha.ne'
    linear_combination h2

/-- For `0 < x < 1` the unitary condition is equivalent to `x² ln(1/x) = a`. -/
theorem unitary_iff {a x : ℝ} (hx : 0 < x) (hx1 : x < 1) :
    IsUnitaryRate a x ↔ x ^ 2 * Real.log (1 / x) = a := by
  have hpos : 0 < nodalResponse x :=
    mul_pos hx (Real.log_pos ((one_lt_div hx).2 hx1))
  unfold IsUnitaryRate
  rw [eq_div_iff hpos.ne']
  unfold nodalResponse
  constructor <;> intro h <;> linear_combination h

/-- The function `x² ln(1/x)` increases strictly for `0 < x ≤ exp(-1/2)`. -/
theorem strength_strictMono {x y : ℝ} (hx : 0 < x) (hxy : x < y)
    (hy : y ≤ Real.exp (-1 / 2)) :
    x ^ 2 * Real.log (1 / x) < y ^ 2 * Real.log (1 / y) := by
  have hy0 : 0 < y := hx.trans hxy
  have hx2 : 0 < x ^ 2 := by positivity
  have hy2 : 0 < y ^ 2 := by positivity
  have hne : 1 < y ^ 2 / x ^ 2 :=
    (one_lt_div hx2).2 (pow_lt_pow_left₀ hxy hx.le two_ne_zero)
  -- the tangent inequality ln u < u - 1 at u = y² / x²
  have h := Real.log_lt_sub_one_of_pos (div_pos hy2 hx2) hne.ne'
  rw [Real.log_div hy2.ne' hx2.ne', Real.log_pow, Real.log_pow] at h
  push_cast at h
  have h2 : 1 + 2 * Real.log y - 2 * Real.log x < y ^ 2 / x ^ 2 := by linarith
  rw [lt_div_iff₀ hx2] at h2
  have hly : Real.log y ≤ -1 / 2 := by
    have h3 := Real.log_le_log hy0 hy
    rwa [Real.log_exp] at h3
  have hlt : Real.log x < Real.log y := Real.log_lt_log hx hxy
  have k1 := mul_lt_mul_of_pos_right h2 (show 0 < -Real.log y by linarith)
  have k2 : 0 ≤ x ^ 2 * ((Real.log y - Real.log x) * (-2 * Real.log y - 1)) :=
    mul_nonneg hx2.le (mul_nonneg (by linarith) (by linarith))
  rw [one_div x, one_div y, Real.log_inv, Real.log_inv]
  nlinarith [k1, k2]

/-- At `x = exp(-1/2)` the function `x² ln(1/x)` equals `1/(2e)`. -/
theorem strength_peak :
    Real.exp (-1 / 2) ^ 2 * Real.log (1 / Real.exp (-1 / 2)) = 1 / (2 * Real.exp 1) := by
  have h : Real.exp (-1 / 2) ^ 2 = (Real.exp 1)⁻¹ := by
    rw [sq, ← Real.exp_add, ← Real.exp_neg]
    congr 1
    norm_num
  have hl : Real.log (1 / Real.exp (-1 / 2)) = 1 / 2 := by
    rw [one_div (Real.exp (-1 / 2)), Real.log_inv, Real.log_exp]
    norm_num
  rw [h, hl]
  ring

/-- The function `x² ln(1/x)` is continuous on every closed interval of positive rates. -/
theorem strength_continuousOn {c d : ℝ} (hc : 0 < c) :
    ContinuousOn (fun x : ℝ => x ^ 2 * Real.log (1 / x)) (Icc c d) := by
  have hne : ∀ x ∈ Icc c d, x ≠ 0 := fun x hx => (hc.trans_le hx.1).ne'
  refine ContinuousOn.mul (continuous_pow 2).continuousOn (ContinuousOn.log ?_ ?_)
  · exact continuousOn_const.div continuousOn_id hne
  · exact fun x hx => one_div_ne_zero (hne x hx)

/-- A unitary rate `0 < x < 1` is at least `e` times the impurity strength, and it
exists only if that strength is at most `1/(2e)`. -/
theorem unitary_bounds {a x : ℝ} (hx : 0 < x) (hx1 : x < 1) (h : IsUnitaryRate a x) :
    Real.exp 1 * a ≤ x ∧ a ≤ 1 / (2 * Real.exp 1) := by
  have he : 0 < Real.exp 1 := Real.exp_pos 1
  have hx2 : 0 < x ^ 2 := by positivity
  rw [unitary_iff hx hx1, one_div x, Real.log_inv] at h
  constructor
  · have k := Real.log_le_sub_one_of_pos (inv_pos.2 (mul_pos he hx))
    rw [Real.log_inv, Real.log_mul he.ne' hx.ne', Real.log_exp] at k
    have k' : -Real.log x ≤ (Real.exp 1 * x)⁻¹ := by linarith
    calc Real.exp 1 * a = Real.exp 1 * x ^ 2 * (-Real.log x) := by rw [← h]; ring
      _ ≤ Real.exp 1 * x ^ 2 * (Real.exp 1 * x)⁻¹ :=
        mul_le_mul_of_nonneg_left k' (by positivity)
      _ = x := by field_simp
  · have k := Real.log_le_sub_one_of_pos (inv_pos.2 (mul_pos he hx2))
    rw [Real.log_inv, Real.log_mul he.ne' hx2.ne', Real.log_exp, Real.log_pow] at k
    push_cast at k
    have k' : -(2 * Real.log x) ≤ (Real.exp 1 * x ^ 2)⁻¹ := by linarith
    calc a = x ^ 2 / 2 * (-(2 * Real.log x)) := by rw [← h]; ring
      _ ≤ x ^ 2 / 2 * (Real.exp 1 * x ^ 2)⁻¹ :=
        mul_le_mul_of_nonneg_left k' (by positivity)
      _ = 1 / (2 * Real.exp 1) := by field_simp

/-- For `0 < a < 1/(2e)` there is exactly one unitary rate with `0 < x < exp(-1/2)`, and
`exp(-1/a)` is the only Born rate in `(0,1)`. The Born rate is strictly smaller than the
unitary one. -/
theorem born_underestimates_unitary {a : ℝ} (ha : 0 < a) (ha' : a < 1 / (2 * Real.exp 1)) :
    (∃! x, x ∈ Ioo 0 (Real.exp (-1 / 2)) ∧ IsUnitaryRate a x) ∧
    (Real.exp (-1 / a) ∈ Ioo (0 : ℝ) 1 ∧
      ∀ x ∈ Ioo (0 : ℝ) 1, IsBornRate a x ↔ x = Real.exp (-1 / a)) ∧
    (∀ x ∈ Ioo 0 (Real.exp (-1 / 2)), IsUnitaryRate a x → Real.exp (-1 / a) < x) := by
  have he : 2 ≤ Real.exp 1 := by linarith [Real.add_one_le_exp (1 : ℝ)]
  have hw : Real.exp (-1 / 2) < 1 := Real.exp_lt_one_iff.2 (by norm_num)
  refine ⟨?_, ⟨⟨Real.exp_pos _, ?_⟩, fun x hx => (born_iff ha hx.1).2⟩, ?_⟩
  · have hsmall : a < Real.exp (-1 / 2) := by
      have h1 := ha'
      rw [lt_div_iff₀ (by positivity)] at h1
      have h2 := Real.add_one_le_exp (-1 / 2 : ℝ)
      nlinarith
    have hlow : a ^ 2 * Real.log (1 / a) < a := by
      have k := Real.log_le_sub_one_of_pos (one_div_pos.2 ha)
      calc a ^ 2 * Real.log (1 / a) ≤ a ^ 2 * (1 / a - 1) :=
            mul_le_mul_of_nonneg_left k (by positivity)
        _ = a - a ^ 2 := by field_simp
        _ < a := by linarith [pow_pos ha 2]
    -- existence by the intermediate value theorem, uniqueness by monotonicity
    obtain ⟨x, hx, hfx⟩ := intermediate_value_Ioo hsmall.le (strength_continuousOn ha)
      ⟨hlow, by rw [strength_peak]; exact ha'⟩
    have hx0 : 0 < x := ha.trans hx.1
    have hfx' : x ^ 2 * Real.log (1 / x) = a := hfx
    refine ⟨x, ⟨⟨hx0, hx.2⟩, (unitary_iff hx0 (hx.2.trans hw)).2 hfx'⟩, ?_⟩
    rintro y ⟨⟨hy0, hy1⟩, hy⟩
    rw [unitary_iff hy0 (hy1.trans hw)] at hy
    rcases lt_trichotomy y x with h | h | h
    · linarith [strength_strictMono hy0 h hx.2.le]
    · exact h
    · linarith [strength_strictMono hx0 h hy1.le]
  · exact Real.exp_lt_one_iff.2 (div_neg_of_neg_of_pos (by norm_num) ha)
  · intro x hx hU
    -- the impurity strength itself separates the two rates
    have h1 : Real.exp (-1 / a) < a := by
      have h : 1 / a < Real.exp (1 / a) := by linarith [Real.add_one_le_exp (1 / a)]
      rw [neg_div, Real.exp_neg, inv_lt_comm₀ (Real.exp_pos _) ha]
      simpa only [one_div] using h
    have h2 := (unitary_bounds hx.1 (hx.2.trans hw) hU).1
    nlinarith

/-- For `0 < a < 1/(2e)` the unitary equation also has a solution between `exp(-1/2)`
and `1`. -/
theorem second_unitary_solution {a : ℝ} (ha : 0 < a) (ha' : a < 1 / (2 * Real.exp 1)) :
    ∃ x ∈ Ioo (Real.exp (-1 / 2)) 1, IsUnitaryRate a x := by
  have hw : Real.exp (-1 / 2) < 1 := Real.exp_lt_one_iff.2 (by norm_num)
  obtain ⟨x, hx, hfx⟩ := intermediate_value_Ioo' hw.le
    (strength_continuousOn (Real.exp_pos (-1 / 2)))
    ⟨by simpa using ha, by rw [strength_peak]; exact ha'⟩
  exact ⟨x, hx, (unitary_iff ((Real.exp_pos _).trans hx.1) hx.2).2 hfx⟩

end

end NodalScattering
```

```lean
#print axioms NodalScattering.born_underestimates_unitary
-- 'NodalScattering.born_underestimates_unitary' depends on axioms: [propext, Classical.choice, Quot.sound]
#print axioms NodalScattering.second_unitary_solution
-- 'NodalScattering.second_unitary_solution' depends on axioms: [propext, Classical.choice, Quot.sound]
```

`born_iff` and `unitary_iff` do the algebra that turns the conditions into logarithmic equations. `strength_strictMono` is the uniqueness argument: `k1` is the tangent inequality multiplied by L, `k2` is the term x² d(2L − 1) ≥ 0, and `nlinarith` adds them. `strength_peak` and `strength_continuousOn` prepare `intermediate_value_Ioo`, which gives the root; `lt_trichotomy` then excludes any other in the window.

`unitary_bounds` proves e·a ≤ x, and also that a unitary rate in (0,1) requires a ≤ 1/(2e), by the same logarithm inequality at u = 1/(e x²). `second_unitary_solution` applies the intermediate value theorem to the falling branch.

The result gives a safe bracket for residual-rate calculations within this zero-energy, one-parameter logarithmic model. The response and both scattering limits are assumed, not derived from a microscopic Hamiltonian. The logarithmic form is meant for x much smaller than 1, so the second root and the limit a ≤ 1/(2e) are features of the model, not of a real superconductor. The comparison is made at equal a, although a stands for different things in the two limits: concentration times squared potential for Born scatterers, essentially concentration alone for unitary ones. Before comparing two actual samples, convert each to its own a.
